# Newton's method from the second-order amplitude reaches the unphysical ring-CCD root at strong coupling in a one-excitation model

Take one excitation with gap D > 0 and coupling K > 0, and write A = D + K and w = √(D(D+2K)). With exchange left out of the coupling, the ring coupled-cluster doubles (ring-CCD) equation for its amplitude t is p(t) = 0, with

p(t) = K + 2At + Kt².

If K² > 2D(D+K), Newton iteration from the second-order amplitude −K/(2D) converges to the root (−A−w)/K. The energies Kt/2 then converge to a value exactly w below the energy (w−A)/2 of the direct random-phase approximation (RPA). If K² < 2D(D+K), the same iteration gives the RPA energy. In this one-amplitude model, therefore, a converged ring-CCD residual does not by itself show that the RPA solution has been found.

```lean
import Mathlib

open Filter Topology Matrix

namespace RingCCDNewton

noncomputable section
```

## The model and its RPA matrix

D is the orbital-energy gap. K is the Coulomb interaction of the excitation's transition density with itself, with any spin factor absorbed. Both are real parameters and are not computed from orbitals. The second-order amplitude solves K + 2Dt = 0, which is the ring equation without the quadratic term and with A replaced by D. It is itself first order in K; its name refers to the energy Kt/2 = −K²/(4D) that it gives, which is second order.

```lean
/-- The ring coupled-cluster doubles residual for one excitation with gap `D` and coupling `K`. -/
def residual (D K t : ℝ) : ℝ := K + 2 * (D + K) * t + K * t ^ 2

/-- The slope of the residual used by Newton's method. -/
def slope (D K t : ℝ) : ℝ := 2 * (D + K + K * t)

/-- One Newton update of the amplitude, meaningful where the slope is nonzero. -/
def newtonStep (D K t : ℝ) : ℝ := t - residual D K t / slope D K t

/-- The Newton iterates started from the second-order amplitude `-K/(2D)`, for `D ≠ 0`
and as long as the slopes are nonzero. -/
def iter (D K : ℝ) : ℕ → ℝ
  | 0 => -K / (2 * D)
  | n + 1 => newtonStep D K (iter D K n)

/-- The RPA excitation frequency `w = √(D(D+2K))`, for `D(D+2K) ≥ 0`. -/
def freq (D K : ℝ) : ℝ := Real.sqrt (D * (D + 2 * K))

/-- The physical amplitude `(-A+w)/K` with `A = D+K`, for `K ≠ 0`. -/
def physicalAmp (D K : ℝ) : ℝ := (-(D + K) + freq D K) / K

/-- The unphysical amplitude `(-A-w)/K` with `A = D+K`, for `K ≠ 0`. -/
def unphysicalAmp (D K : ℝ) : ℝ := (-(D + K) - freq D K) / K

/-- The ring coupled-cluster correlation energy `Kt/2` of an amplitude `t`. -/
def ringEnergy (K t : ℝ) : ℝ := K * t / 2

/-- The RPA correlation energy `(w-A)/2` with `A = D+K`. -/
def rpaEnergy (D K : ℝ) : ℝ := (freq D K - (D + K)) / 2
```

Here `residual` is p, `slope` is its derivative 2(A+Kt), and `iter D K n` is the amplitude after n full Newton steps in exact real arithmetic. The two energies are definitions. Damped or approximate updates, and equations with several coupled amplitudes, are not treated.

```lean
/-- The Newton slope is the derivative of the residual. -/
theorem residual_hasDerivAt (D K t : ℝ) :
    HasDerivAt (residual D K) (slope D K t) t := by
  have h1 := (hasDerivAt_id' t).const_mul (2 * (D + K))
  have h2 := ((hasDerivAt_id' t).fun_pow 2).const_mul K
  have h := (h1.const_add K).fun_add h2
  refine h.congr_deriv ?_
  simp only [slope]
  norm_num
  ring
```

The RPA matrix has rows (A, K) and (−K, −A). Applied to the vector (1, t), it gives (A+Kt, −K−At). The first component already has the form required of an eigenvector with eigenvalue A+Kt. The second requires

−K − At = (A+Kt)t,

which is p(t) = 0. The proof of `rpa_eigenvector_iff` reads off this second component in one direction and checks both components in the other.

```lean
/-- The vector `(1,t)` is an eigenvector of the RPA matrix with eigenvalue `A+Kt`
exactly when `t` solves the ring coupled-cluster equation. -/
theorem rpa_eigenvector_iff (D K t : ℝ) :
    !![D + K, K; -K, -(D + K)] *ᵥ ![1, t] = (D + K + K * t) • ![1, t] ↔
      residual D K t = 0 := by
  unfold residual
  constructor
  · intro h
    have h1 := congrFun h 1
    simp [Matrix.mulVec, dotProduct, Fin.sum_univ_two] at h1
    linarith
  · intro h
    ext i
    fin_cases i
    · simp [Matrix.mulVec, dotProduct, Fin.sum_univ_two]
    · simp [Matrix.mulVec, dotProduct, Fin.sum_univ_two]
      linarith
```

The variable for everything that follows is therefore u = A + Kt, which is an RPA eigenvalue when t solves the ring equation. The root with u = w is the physical one, a positive excitation energy; the root with u = −w is its negative partner.

In the discussion of each hypothesis below, the consequences of dropping D > 0 or K > 0 are short calculations by hand, whereas both alternatives to the strong-coupling condition have theorems of their own.

## A positive gap, D > 0

A positive gap means that the excitation costs energy before the coupling acts. It ensures that the starting amplitude −K/(2D) is defined and, together with K > 0, that w is real and positive. Completing the square gives

K p(t) = K² + 2AKt + K²t² = (A+Kt)² − (A²−K²) = u² − w²,

because A² − K² = D(D+2K) = w². In the proofs, `hD` enters through `Real.sq_sqrt`, which gives w² = D(D+2K) once the radicand is known to be nonnegative, through `Real.sqrt_pos`, which gives w > 0 from a positive radicand, and through the positive denominator 2D.

At D = 0 there is no second-order amplitude. For −2K < D < 0 the number D(D+2K) is negative, p has no real root, and a real Newton iteration has nothing to converge to.

## A repulsive coupling, K > 0

The sign of K says that the transition density repels itself, as it does for a direct Coulomb integral. By hand, K is divided out when u is turned back into t. From u² − w² = (u−w)(u+w), the roots are

t = (−A+w)/K and t = (−A−w)/K.

The theorem `residual_eq_zero_iff` follows the same path. Its `key` is the factorised square, `eq_div_iff` clears the division by K, and a vanishing product forces one factor to vanish.

```lean
/-- The solutions of the ring coupled-cluster equation are the physical and the unphysical
amplitude. -/
theorem residual_eq_zero_iff {D K : ℝ} (hD : 0 < D) (hK : 0 < K) (t : ℝ) :
    residual D K t = 0 ↔ t = physicalAmp D K ∨ t = unphysicalAmp D K := by
  have hw : freq D K ^ 2 = D * (D + 2 * K) := Real.sq_sqrt (by positivity)
  -- completing the square
  have key : K * residual D K t =
      (D + K + K * t - freq D K) * (D + K + K * t + freq D K) := by
    unfold residual
    linear_combination hw
  unfold physicalAmp unphysicalAmp
  rw [eq_div_iff hK.ne', eq_div_iff hK.ne']
  constructor
  · intro h
    rw [h, mul_zero] at key
    rcases mul_eq_zero.mp key.symm with h1 | h1
    · left; linarith
    · right; linarith
  · intro h
    have h0 : K * residual D K t = 0 := by
      rw [key]
      rcases h with h1 | h1
      · exact mul_eq_zero_of_left (by linarith) _
      · exact mul_eq_zero_of_right _ (by linarith)
    exact (mul_eq_zero.mp h0).resolve_left hK.ne'
```

At K = 0 the residual is 2Dt, the only root is t = 0, and the iteration starts there. For K < 0 with D + 2K > 0, the frequency is still real, but K² < D²/4 while 2D(D+K) > D², so the strong-coupling condition is never met. For D + 2K < 0 the frequency is imaginary, which is the RPA instability.

## A nonzero slope at each step

The slope is 2u, so it vanishes at the minimum of the parabola, where the tangent is horizontal and a Newton step has no meaning. Away from that point, a step from t to t′ changes u to

u′ = A + K(t − p(t)/(2u)) = u − (u²−w²)/(2u) = (u + w²/u)/2.

This is the Babylonian step for the square root of w². In `newtonStep_shift` the hypothesis `hu` is u ≠ 0; it lets `field_simp` clear the denominators, and `ring` finishes.

```lean
/-- In the variable `u = A+Kt` a Newton step is the Babylonian step `u ↦ (u + w²/u)/2`. -/
theorem newtonStep_shift {D K t : ℝ} (hD : 0 < D) (hK : 0 < K) (hu : D + K + K * t ≠ 0) :
    D + K + K * newtonStep D K t =
      (D + K + K * t + freq D K ^ 2 / (D + K + K * t)) / 2 := by
  have hw : freq D K ^ 2 = D * (D + 2 * K) := Real.sq_sqrt (by positivity)
  rw [hw]
  unfold newtonStep residual slope
  field_simp
  ring
```

Lean sets x/0 = 0, so `iter` would simply stand still at a zero slope. The convergence theorems therefore include nonzero slopes among their conclusions.

## A start on the positive side

Suppose that u₀ > 0. Each step keeps uₙ positive, and the error obeys

uₙ₊₁ − w = (uₙ−w)²/(2uₙ) ≥ 0.

From the first step on, then, uₙ ≥ w. This gives 0 ≤ (uₙ−w)/uₙ < 1, and for n ≥ 1

uₙ₊₁ − w ≤ (uₙ−w)/2.

Hence 0 ≤ uₙ₊₁ − w ≤ (u₁−w)/2ⁿ for every n ≥ 0, and uₙ → w.

The theorem `babylonian_tendsto` states this for any real sequence `x` that obeys the recursion wherever `x n ≠ 0`. The start condition `h0` begins the induction `hpos`. The steps `err`, `hge` and `bound` are the three displayed facts in turn: the error formula, its sign and the halving, the last in its accumulated form. For the halving, `nlinarith` is given the product (x(n+1) − w)·w ≥ 0, which is what remains after the denominator is cleared. A squeeze between w and w + (x₁−w)/2ⁿ gives the limit.

```lean
/-- The Babylonian iteration with a positive start stays positive and converges to `w`. -/
theorem babylonian_tendsto {w : ℝ} (hw : 0 < w) (x : ℕ → ℝ) (h0 : 0 < x 0)
    (h : ∀ n, x n ≠ 0 → x (n + 1) = (x n + w ^ 2 / x n) / 2) :
    (∀ n, 0 < x n) ∧ Tendsto x atTop (𝓝 w) := by
  have hpos : ∀ n, 0 < x n := by
    intro n
    induction n with
    | zero => exact h0
    | succ n ih =>
      rw [h n ih.ne']
      positivity
  -- the error is squared in each step
  have err : ∀ n, x (n + 1) - w = (x n - w) ^ 2 / (2 * x n) := by
    intro n
    have hn := (hpos n).ne'
    rw [h n hn]
    field_simp
    ring
  have hge : ∀ n, 0 ≤ x (n + 1) - w := by
    intro n
    have hn := hpos n
    rw [err n]
    positivity
  -- from the first step on, the error at least halves
  have bound : ∀ n, x (n + 1) - w ≤ (x 1 - w) * (1 / 2) ^ n := by
    intro n
    induction n with
    | zero => simp
    | succ n ih =>
      have hn := hpos (n + 1)
      have half : x (n + 1 + 1) - w ≤ (x (n + 1) - w) / 2 := by
        rw [err (n + 1), div_le_iff₀ (by positivity)]
        nlinarith [mul_nonneg (hge n) hw.le]
      rw [pow_succ]
      linarith
  refine ⟨hpos, (tendsto_add_atTop_iff_nat 1).mp ?_⟩
  have hg : Tendsto (fun n : ℕ => w + (x 1 - w) * (1 / 2 : ℝ) ^ n) atTop (𝓝 w) := by
    have hp := tendsto_pow_atTop_nhds_zero_of_lt_one
      (r := (1 / 2 : ℝ)) (by norm_num) (by norm_num)
    simpa using (hp.const_mul (x 1 - w)).const_add w
  exact tendsto_of_tendsto_of_tendsto_of_le_of_le tendsto_const_nhds hg
    (fun n => by have := hge n; show w ≤ x (n + 1); linarith)
    (fun n => by
      have := bound n
      show x (n + 1) ≤ w + (x 1 - w) * (1 / 2) ^ n
      linarith)
```

With a negative start, −u obeys the same recursion from a positive start, so u → −w. The sign of u₀ thus decides which root is reached.

## Two energies separated by w

In terms of u the ring energy is Kt/2 = (u−A)/2. At u = w this is the RPA energy (w−A)/2. At u = −w it is

(−w−A)/2 = (w−A)/2 − w.

The theorem `ringEnergy_roots` needs only K ≠ 0, so that K cancels between the energy and the amplitude.

```lean
/-- The physical amplitude gives the RPA energy, and the unphysical one an energy lower
by exactly `w`. -/
theorem ringEnergy_roots {D K : ℝ} (hK : K ≠ 0) :
    ringEnergy K (physicalAmp D K) = rpaEnergy D K ∧
      ringEnergy K (unphysicalAmp D K) = rpaEnergy D K - freq D K := by
  unfold ringEnergy physicalAmp unphysicalAmp rpaEnergy
  constructor
  · rw [mul_div_cancel₀ _ hK]
    ring
  · rw [mul_div_cancel₀ _ hK]
    ring
```

## Strong coupling, K² > 2D(D+K)

For positive D and K, the condition says that K/D > 1 + √3, so the coupling is more than about 2.7 times the gap. It enters the derivation once, in the starting value

u₀ = A + K·(−K/(2D)) = A − K²/(2D),

which is negative exactly when K² > 2D(D+K). The second-order amplitude then overshoots the minimum of p and lies on the side of the unphysical root. Applying the positive-start result to −uₙ gives uₙ → −w. Hence t = (u−A)/K tends to (−A−w)/K, and the energy tends to the RPA energy minus w. Every slope 2uₙ is nonzero because every uₙ is negative.

In `newton_tendsto_unphysical` the condition is `hs`. It is used only to prove `hstart`, which says that −u₀ > 0. `babylonian_tendsto` is then applied to the sequence −uₙ, with `newtonStep_shift` supplying the recursion. The limit `ht` converts back to amplitudes, and `ringEnergy_roots` identifies the limiting energy.

```lean
/-- If `K² > 2D(D+K)`, Newton iteration from the second-order amplitude never meets a zero
slope, converges to the unphysical amplitude, and its energy tends to `w` below the RPA energy. -/
theorem newton_tendsto_unphysical {D K : ℝ} (hD : 0 < D) (hK : 0 < K)
    (hs : 2 * D * (D + K) < K ^ 2) :
    (∀ n, slope D K (iter D K n) ≠ 0) ∧
      Tendsto (iter D K) atTop (𝓝 (unphysicalAmp D K)) ∧
      Tendsto (fun n => ringEnergy K (iter D K n)) atTop
        (𝓝 (rpaEnergy D K - freq D K)) := by
  have hw : 0 < freq D K := Real.sqrt_pos.mpr (by positivity)
  -- the start lies to the left of the minimum of the residual
  have hstart : 0 < -(D + K + K * (-K / (2 * D))) := by
    have e : K * (-K / (2 * D)) = -(K ^ 2 / (2 * D)) := by ring
    have h1 : D + K < K ^ 2 / (2 * D) := by
      rw [lt_div_iff₀ (by positivity)]
      linarith
    linarith
  obtain ⟨hpos, hlim⟩ := babylonian_tendsto hw
    (fun n => -(D + K + K * iter D K n)) hstart (by
      intro n hn
      have hu : D + K + K * iter D K n ≠ 0 := neg_ne_zero.mp hn
      show -(D + K + K * newtonStep D K (iter D K n)) =
        (-(D + K + K * iter D K n) + freq D K ^ 2 / -(D + K + K * iter D K n)) / 2
      rw [newtonStep_shift hD hK hu, div_neg]
      ring)
  have ht : Tendsto (iter D K) atTop (𝓝 (unphysicalAmp D K)) := by
    have e : unphysicalAmp D K = (-freq D K - (D + K)) / K := by
      unfold unphysicalAmp
      ring
    rw [e]
    refine ((hlim.neg.sub_const (D + K)).div_const K).congr fun n => ?_
    rw [div_eq_iff hK.ne']
    ring
  refine ⟨fun n => ?_, ht, ?_⟩
  · have hn : 0 < -(D + K + K * iter D K n) := hpos n
    unfold slope
    intro h0
    linarith
  · rw [← (ringEnergy_roots hK.ne').2]
    exact (ht.const_mul K).div_const 2
```

With the inequality reversed, u₀ > 0 and the positive-start result applies to uₙ itself. The iteration reaches the physical amplitude and the RPA energy.

```lean
/-- If `K² < 2D(D+K)`, the same iteration never meets a zero slope, converges to the physical
amplitude, and its energy tends to the RPA energy. -/
theorem newton_tendsto_physical {D K : ℝ} (hD : 0 < D) (hK : 0 < K)
    (hs : K ^ 2 < 2 * D * (D + K)) :
    (∀ n, slope D K (iter D K n) ≠ 0) ∧
      Tendsto (iter D K) atTop (𝓝 (physicalAmp D K)) ∧
      Tendsto (fun n => ringEnergy K (iter D K n)) atTop (𝓝 (rpaEnergy D K)) := by
  have hw : 0 < freq D K := Real.sqrt_pos.mpr (by positivity)
  -- the start lies to the right of the minimum of the residual
  have hstart : 0 < D + K + K * (-K / (2 * D)) := by
    have e : K * (-K / (2 * D)) = -(K ^ 2 / (2 * D)) := by ring
    have h1 : K ^ 2 / (2 * D) < D + K := by
      rw [div_lt_iff₀ (by positivity)]
      linarith
    linarith
  obtain ⟨hpos, hlim⟩ := babylonian_tendsto hw
    (fun n => D + K + K * iter D K n) hstart
    (fun n hn => newtonStep_shift hD hK hn)
  have ht : Tendsto (iter D K) atTop (𝓝 (physicalAmp D K)) := by
    have e : physicalAmp D K = (freq D K - (D + K)) / K := by
      unfold physicalAmp
      ring
    rw [e]
    refine ((hlim.sub_const (D + K)).div_const K).congr fun n => ?_
    rw [div_eq_iff hK.ne']
    ring
  refine ⟨fun n => mul_ne_zero two_ne_zero (hpos n).ne', ht, ?_⟩
  rw [← (ringEnergy_roots hK.ne').1]
  exact (ht.const_mul K).div_const 2
```

At equality, u₀ = 0. The start sits at the minimum of p, where K p = −w² is not zero, so the first Newton step does not exist. The theorem `initial_slope_eq_zero_iff` shows that the initial slope vanishes in this case and in no other. It assumes D > 0 and allows any real K; the proof rewrites the slope as 2(A − K²/(2D)) and clears the denominator.

```lean
/-- The slope at the second-order amplitude vanishes exactly when `K² = 2D(D+K)`. -/
theorem initial_slope_eq_zero_iff {D K : ℝ} (hD : 0 < D) :
    slope D K (-K / (2 * D)) = 0 ↔ K ^ 2 = 2 * D * (D + K) := by
  have e : slope D K (-K / (2 * D)) = 2 * (D + K - K ^ 2 / (2 * D)) := by
    unfold slope
    ring
  have hd : K ^ 2 / (2 * D) = D + K ↔ K ^ 2 = (D + K) * (2 * D) :=
    div_eq_iff (by positivity)
  rw [e]
  constructor
  · intro h
    have h1 := hd.mp (by linarith)
    linarith
  · intro h
    have h1 := hd.mpr (by linarith)
    linarith

end

end RingCCDNewton
```

```lean
#print axioms RingCCDNewton.residual_eq_zero_iff
#print axioms RingCCDNewton.newton_tendsto_unphysical
#print axioms RingCCDNewton.newton_tendsto_physical
#print axioms RingCCDNewton.initial_slope_eq_zero_iff
```

```
'RingCCDNewton.residual_eq_zero_iff' depends on axioms: [propext, Classical.choice, Quot.sound]
'RingCCDNewton.newton_tendsto_unphysical' depends on axioms: [propext, Classical.choice, Quot.sound]
'RingCCDNewton.newton_tendsto_physical' depends on axioms: [propext, Classical.choice, Quot.sound]
'RingCCDNewton.initial_slope_eq_zero_iff' depends on axioms: [propext, Classical.choice, Quot.sound]
```
